# Steepest-descent paths approach each other at least as fast as exp(−mt) when the energy gradient is strongly monotone with constant m

Two slightly different guesses for the geometry of a molecule are relaxed on the same energy surface, each moving straight downhill. Does the difference between them die out, and how fast?

Let $E$ be the energy, and let $x(t)$ and $y(t)$ be two solutions of $x'=-\nabla E(x)$ for $t\ge 0$. Suppose that $E$ is differentiable and that, for a real number $m$ and all geometries $u,v$,

$$\langle\nabla E(u)-\nabla E(v),\,u-v\rangle\ \ge\ m\|u-v\|^2 .$$

Then

$$\|x(t)-y(t)\|\le e^{-mt}\,\|x(0)-y(0)\|\qquad(t\ge 0).$$

For $m>0$ this is exponential contraction. In geometry optimisation it gives a guaranteed minimum rate at which the starting guess is forgotten, for the continuous flow on a surface that satisfies the inequality globally; finite optimiser steps are not treated.

## Geometries in a real Hilbert space

A geometry is a vector in `V`, a complete real inner product space. This includes $\mathbb R^n$ with its usual inner product, and no step needs finite dimension. Completeness guarantees that the derivative of $E$, a linear functional, is represented by a gradient vector.

```lean
import Mathlib

open Set Filter Topology

namespace SteepestDescentContraction

noncomputable section

variable {V : Type*} [NormedAddCommGroup V] [InnerProductSpace ℝ V] [CompleteSpace V]
```

## Both curves move straight downhill

The parameter $t$ is a relaxation time, with the mobility set to one; it is not the time of molecular dynamics. `IsDescentPath E x` says that the curve `x` solves the descent equation at every $t\ge0$. The derivative is taken within $[0,\infty)$, so at $t=0$ it is one-sided and values at negative times play no role. Paths are given, and their existence is not derived.

```lean
/-- A steepest-descent path on the energy surface `E`: a solution of `x' = -∇E(x)` for `t ≥ 0`,
with a one-sided derivative at `t = 0`. -/
def IsDescentPath (E : V → ℝ) (x : ℝ → V) : Prop :=
  ∀ t, 0 ≤ t → HasDerivWithinAt x (-gradient E (x t)) (Ici 0) t
```

By hand, the equation of motion enters when the gap $d(t)=x(t)-y(t)$ is differentiated: $d'=-(\nabla E(x)-\nabla E(y))$. Other dynamics need not contract. Two undamped oscillators obeying $x''=-x$, released from rest at different points, have the gap $|\cos t|\,\|d(0)\|$, which is back at its initial value at $t=\pi$.

## The surface curves upwards by at least m

The next definition bundles differentiability with the monotonicity inequality. For a twice continuously differentiable energy on $\mathbb R^n$, the inequality means that no Hessian eigenvalue is below $m$ anywhere, so $m$ stands for the softest force constant allowed. The definition itself needs no Hessian and permits any sign of $m$. The harmonic well, defined after it, serves as the test surface.

```lean
/-- The energy surface `E` is differentiable and satisfies
`⟨∇E(x) - ∇E(y), x - y⟩ ≥ m ‖x - y‖²` for all geometries `x`, `y`. -/
structure HasCurvatureBound (E : V → ℝ) (m : ℝ) : Prop where
  differentiable : Differentiable ℝ E
  monotone : ∀ x y, m * ‖x - y‖ ^ 2 ≤ inner ℝ (gradient E x - gradient E y) (x - y)

/-- The isotropic quadratic energy `E(x) = (m/2) ‖x‖²`, a harmonic well when `m > 0`. -/
def harmonicWell (m : ℝ) (x : V) : ℝ := m / 2 * ‖x‖ ^ 2
```

The derivation weights the squared gap so as to cancel the expected decay. Put $W(t)=e^{2mt}\|d(t)\|^2$. The product rule and the descent equation give

$$W'(t)=2e^{2mt}\Big(m\|d\|^2-\langle\nabla E(x)-\nabla E(y),\,d\rangle\Big).$$

This identity uses only that both curves are descent paths. In Lean, `HasDerivWithinAt.norm_sq` differentiates the squared norm, and the product rule supplies the rest.

```lean
/-- The rate of change of the weighted squared distance `exp(2mt) ‖x(t) - y(t)‖²` between two
steepest-descent paths. -/
theorem hasDerivWithinAt_weightedGap {E : V → ℝ} {x y : ℝ → V} (hx : IsDescentPath E x)
    (hy : IsDescentPath E y) (m : ℝ) {t : ℝ} (ht : 0 ≤ t) :
    HasDerivWithinAt (fun s => Real.exp (2 * m * s) * ‖x s - y s‖ ^ 2)
      (2 * Real.exp (2 * m * t) * (m * ‖x t - y t‖ ^ 2
        - inner ℝ (gradient E (x t) - gradient E (y t)) (x t - y t))) (Ici 0) t := by
  have hd : HasDerivWithinAt (fun s => x s - y s)
      (-gradient E (x t) - -gradient E (y t)) (Ici 0) t := (hx t ht).sub (hy t ht)
  have hn : HasDerivWithinAt (fun s => ‖x s - y s‖ ^ 2)
      (2 * inner ℝ (x t - y t) (-gradient E (x t) - -gradient E (y t))) (Ici 0) t :=
    hd.norm_sq
  have hg : -gradient E (x t) - -gradient E (y t)
      = -(gradient E (x t) - gradient E (y t)) := by abel
  rw [hg, inner_neg_right, real_inner_comm] at hn
  have h1 : HasDerivAt (fun s : ℝ => 2 * m * s) (2 * m) t := by
    simpa using (hasDerivAt_id' t).const_mul (2 * m)
  have he : HasDerivWithinAt (fun s : ℝ => Real.exp (2 * m * s))
      (Real.exp (2 * m * t) * (2 * m)) (Ici 0) t := h1.exp.hasDerivWithinAt
  exact (he.fun_mul hn).congr_deriv (by ring)
```

The curvature inequality, applied to the pair $x(t),y(t)$, makes the bracket nonpositive. Hence $W(t)\le W(0)$, that is, $e^{2mt}\|d(t)\|^2\le\|d(0)\|^2$. Taking square roots and multiplying by $e^{-mt}$ gives the result.

The proof follows the same route. `antitoneOn_of_deriv_nonpos` turns the sign of the derivative into monotonic decrease; for this it needs continuity on $[0,\infty)$ and an ordinary derivative at $t>0$, where the one-sided derivative is two-sided. The curvature bound enters through `hE.monotone (x s) (y s)`, and `sq_le_sq₀` takes the root.

```lean
/-- Two steepest-descent paths on a surface with curvature bound `m` satisfy
`‖x(t) - y(t)‖ ≤ exp(-mt) ‖x(0) - y(0)‖` for all `t ≥ 0`. -/
theorem descent_contraction {E : V → ℝ} {m : ℝ} (hE : HasCurvatureBound E m) {x y : ℝ → V}
    (hx : IsDescentPath E x) (hy : IsDescentPath E y) {t : ℝ} (ht : 0 ≤ t) :
    ‖x t - y t‖ ≤ Real.exp (-(m * t)) * ‖x 0 - y 0‖ := by
  -- the weighted squared distance never increases
  have hanti : AntitoneOn (fun s => Real.exp (2 * m * s) * ‖x s - y s‖ ^ 2) (Ici 0) := by
    apply antitoneOn_of_deriv_nonpos (convex_Ici 0)
    · exact fun s hs => (hasDerivWithinAt_weightedGap hx hy m hs).continuousWithinAt
    · rw [interior_Ici]
      intro s hs
      exact ((hasDerivWithinAt_weightedGap hx hy m (le_of_lt hs)).hasDerivAt
        (Ici_mem_nhds hs)).differentiableAt.differentiableWithinAt
    · rw [interior_Ici]
      intro s hs
      rw [((hasDerivWithinAt_weightedGap hx hy m (le_of_lt hs)).hasDerivAt
        (Ici_mem_nhds hs)).deriv]
      exact mul_nonpos_of_nonneg_of_nonpos (by positivity)
        (sub_nonpos.2 (hE.monotone (x s) (y s)))
  have h : Real.exp (2 * m * t) * ‖x t - y t‖ ^ 2
      ≤ Real.exp (2 * m * 0) * ‖x 0 - y 0‖ ^ 2 := hanti (mem_Ici.2 le_rfl) (mem_Ici.2 ht) ht
  have he : Real.exp (2 * m * t) = Real.exp (m * t) ^ 2 := by
    rw [sq, ← Real.exp_add]; congr 1; ring
  rw [he, mul_zero, Real.exp_zero, one_mul, ← mul_pow] at h
  -- take square roots and move the exponential to the other side
  have h2 : Real.exp (m * t) * ‖x t - y t‖ ≤ ‖x 0 - y 0‖ :=
    (sq_le_sq₀ (by positivity) (norm_nonneg _)).1 h
  calc ‖x t - y t‖ = Real.exp (-(m * t)) * (Real.exp (m * t) * ‖x t - y t‖) := by
        rw [← mul_assoc, ← Real.exp_add, neg_add_cancel, Real.exp_zero, one_mul]
    _ ≤ Real.exp (-(m * t)) * ‖x 0 - y 0‖ := by gcongr
```

Without the inequality for a positive $m$, contraction can fail. The double well $E(x)=(x^2-1)^2/4$ on the line has minima at $\pm1$. Paths resting there stay at distance 2 for ever. The inequality fails for the same pair: both gradients vanish, so it would require $4m\le0$.

The global bound is also demanding for molecules. For an isolated molecule in full Cartesian coordinates, a rigid translation leaves the energy and its gradient unchanged, which rules out every $m>0$. The statement could instead have been modelled with the inequality required only on a region, such as part of one basin, together with the assumption that both paths stay inside it. The derivation above would carry over, since it compares gradients only at points on the two paths, but confinement would become a further condition to establish. A region alone does not remove the translation obstacle: every open region in full Cartesian coordinates contains two geometries that differ only by a rigid translation, so for $m>0$ such pairs have to be excluded first. Around a minimum, rotations are an obstacle too: a slightly rotated copy of the minimum is a different geometry with zero gradient, so the inequality fails between the two for every $m>0$.

## The inequality can be read back from the decay

The contraction of a single pair of paths already contains information about the surface. If $\|d(t)\|\le e^{-mt}\|d(0)\|$ for all $t\ge0$, then $W(t)\le W(0)$, so every quotient $(W(t)-W(0))/t$ with $t>0$ is nonpositive. So is its limit:

$$2\Big(m\|d(0)\|^2-\langle\nabla E(x(0))-\nabla E(y(0)),\,d(0)\rangle\Big)\le0 .$$

This is the curvature inequality between the two starting points, and only there. In the proof, `hasDerivWithinAt_iff_tendsto_slope` rewrites the derivative as a limit of quotients, and `le_of_tendsto` passes the sign to the limit.

```lean
/-- If the distance between two steepest-descent paths is at most `exp(-mt)` times its initial value
for all `t ≥ 0`, the curvature inequality with constant `m` holds between their starting points. -/
theorem curvature_of_contraction {E : V → ℝ} {m : ℝ} {x y : ℝ → V}
    (hx : IsDescentPath E x) (hy : IsDescentPath E y)
    (h : ∀ t, 0 ≤ t → ‖x t - y t‖ ≤ Real.exp (-(m * t)) * ‖x 0 - y 0‖) :
    m * ‖x 0 - y 0‖ ^ 2
      ≤ inner ℝ (gradient E (x 0) - gradient E (y 0)) (x 0 - y 0) := by
  have hd := hasDerivWithinAt_weightedGap hx hy m le_rfl
  have hset : Ici (0 : ℝ) \ {0} = Ioi 0 := by
    ext s
    constructor
    · rintro ⟨h1, h2⟩
      exact lt_of_le_of_ne (mem_Ici.1 h1) (fun h0 => h2 h0.symm)
    · intro h1
      exact ⟨(mem_Ioi.1 h1).le, (mem_Ioi.1 h1).ne'⟩
  rw [hasDerivWithinAt_iff_tendsto_slope, hset] at hd
  -- all difference quotients at time zero are nonpositive
  have hle := le_of_tendsto (b := 0) hd (by
    filter_upwards [self_mem_nhdsWithin] with t ht
    have ht0 : (0 : ℝ) < t := ht
    rw [slope_def_field]
    apply div_nonpos_of_nonpos_of_nonneg _ (by linarith)
    have h1 : ‖x t - y t‖ ^ 2 ≤ (Real.exp (-(m * t)) * ‖x 0 - y 0‖) ^ 2 :=
      pow_le_pow_left₀ (norm_nonneg _) (h t ht0.le) 2
    have h2 : Real.exp (2 * m * t) * (Real.exp (-(m * t)) * ‖x 0 - y 0‖) ^ 2
        = ‖x 0 - y 0‖ ^ 2 := by
      have h3 : Real.exp (2 * m * t) * Real.exp (-(m * t)) ^ 2 = 1 := by
        rw [sq, ← Real.exp_add, ← Real.exp_add, ← Real.exp_zero]; congr 1; ring
      rw [mul_pow, ← mul_assoc, h3, one_mul]
    have h4 := mul_le_mul_of_nonneg_left h1 (Real.exp_pos (2 * m * t)).le
    rw [h2] at h4
    rw [mul_zero, Real.exp_zero, one_mul]
    linarith)
  rw [mul_zero, Real.exp_zero] at hle
  linarith
```

## A stationary geometry, and a differentiable energy around it

Let $p$ be a geometry with zero force, $\nabla E(p)=0$. The energy then lies above a parabola:

$$E(z)\ge E(p)+\frac m2\|z-p\|^2 .$$

To see this, put $v=z-p$ and follow the ray from $p$ through $z$, with $\varphi(s)=E(p+sv)-\frac m2 s^2\|v\|^2$. Its derivative is

$$\varphi'(s)=\langle\nabla E(p+sv),v\rangle-ms\|v\|^2 .$$

The curvature inequality between $p+sv$ and $p$ reads $ms^2\|v\|^2\le s\langle\nabla E(p+sv),v\rangle$, because the gradient at $p$ vanishes. Division by $s>0$ gives $\varphi'(s)\ge0$, so $\varphi(0)\le\varphi(1)$, which is the claim. For $m>0$, $p$ is therefore the only global minimiser.

In Lean, `hder` is the formula for $\varphi'$, `hmono` is the monotonicity of $\varphi$, and the last lines evaluate it at 0 and 1.

```lean
/-- Around a stationary point `p` of a surface with curvature bound `m`, the energy lies above
the parabola `E(p) + (m/2) ‖z - p‖²`. -/
theorem quadratic_growth {E : V → ℝ} {m : ℝ} (hE : HasCurvatureBound E m) {p : V}
    (hp : gradient E p = 0) (z : V) : E p + m / 2 * ‖z - p‖ ^ 2 ≤ E z := by
  set v := z - p with hv
  -- the energy minus the parabola along the ray from `p` through `z`
  have hder : ∀ s : ℝ, HasDerivAt (fun s : ℝ => E (p + s • v) - m / 2 * ‖v‖ ^ 2 * s ^ 2)
      (inner ℝ (gradient E (p + s • v)) v - m * s * ‖v‖ ^ 2) s := by
    intro s
    have hl : HasDerivAt (fun s : ℝ => p + s • v) v s := by
      simpa using ((hasDerivAt_id' s).smul_const v).const_add p
    have hf := (hE.differentiable (p + s • v)).hasGradientAt.hasFDerivAt
    have hcomp := HasFDerivAt.comp_hasDerivAt s hf hl
    have h1 : HasDerivAt (fun s : ℝ => E (p + s • v))
        (inner ℝ (gradient E (p + s • v)) v) s :=
      HasDerivAt.congr_deriv hcomp (by rfl)
    have h2 : HasDerivAt (fun s : ℝ => s ^ 2) (2 * s) s := by
      simpa using hasDerivAt_pow 2 s
    exact (h1.fun_sub (h2.const_mul (m / 2 * ‖v‖ ^ 2))).congr_deriv (by ring)
  have hmono : MonotoneOn (fun s : ℝ => E (p + s • v) - m / 2 * ‖v‖ ^ 2 * s ^ 2) (Ici 0) := by
    apply monotoneOn_of_deriv_nonneg (convex_Ici 0)
    · exact fun s _ => (hder s).continuousAt.continuousWithinAt
    · exact fun s _ => (hder s).differentiableAt.differentiableWithinAt
    · rw [interior_Ici]
      intro s hs
      have hs0 : (0 : ℝ) < s := hs
      rw [(hder s).deriv]
      have h := hE.monotone (p + s • v) p
      rw [hp, sub_zero, add_sub_cancel_left, inner_smul_right, norm_smul, mul_pow,
        Real.norm_eq_abs, sq_abs] at h
      exact sub_nonneg.2 (le_of_mul_le_mul_left (by linarith) hs0)
  have h := hmono (mem_Ici.2 le_rfl) (mem_Ici.2 zero_le_one) zero_le_one
  have hz : p + v = z := by rw [hv]; abel
  simp only [zero_smul, add_zero, one_smul, hz] at h
  linarith
```

Differentiability is used here, through `hE.differentiable`; the contraction proof uses only the inequality. Without it this bound can fail, because Mathlib assigns gradient zero where no derivative exists. Take $E(x)=x^2/2$ for $x\le0$ and $E(x)=x^2/2-1$ for $x>0$. The assigned gradient is $x$ everywhere, so the inequality holds with $m=1$ and $p=0$ counts as stationary, yet the energy just to the right of 0 is lower.

Stationarity matters as well: for $E(x)=x^2/2$, $m=1$, $p=1$ and $z=0$, the bound would say $1\le0$.

## Positive m turns a bound on the gap into convergence

Among the theorems here, only the one on the long-time limit assumes $m>0$. A path resting at a stationary point $p$ is itself a descent path. Comparing any other path with it gives

$$\|x(t)-p\|\le e^{-mt}\|x(0)-p\|,$$

and for $m>0$ the right-hand side tends to zero. The proof does the same: `hc` establishes the resting path, `hlim` the limit of the exponential bound, and `squeeze_zero'` combines them. The existence of $p$ is a hypothesis.

```lean
/-- On a surface with curvature bound `m > 0`, every steepest-descent path converges to any given
stationary point. -/
theorem descent_tendsto {E : V → ℝ} {m : ℝ} (hm : 0 < m) (hE : HasCurvatureBound E m)
    {x : ℝ → V} (hx : IsDescentPath E x) {p : V} (hp : gradient E p = 0) :
    Tendsto x atTop (𝓝 p) := by
  -- compare with the path that rests at the stationary point
  have hc : IsDescentPath E (fun _ => p) := by
    intro t _
    rw [hp, neg_zero]
    exact hasDerivWithinAt_const t (Ici 0) p
  rw [tendsto_iff_norm_sub_tendsto_zero]
  have hlim : Tendsto (fun t : ℝ => Real.exp (-(m * t)) * ‖x 0 - p‖) atTop (𝓝 0) := by
    have h := (Real.tendsto_exp_neg_atTop_nhds_zero.comp
      (tendsto_id.const_mul_atTop hm)).mul_const ‖x 0 - p‖
    rw [zero_mul] at h
    exact h
  refine squeeze_zero' (Eventually.of_forall fun t => norm_nonneg _) ?_ hlim
  filter_upwards [eventually_ge_atTop (0 : ℝ)] with t ht
  exact descent_contraction hE hx hc ht
```

With $m=0$ convergence to a given stationary point $p$ can fail: on a flat surface every point is stationary and every path stays where it starts. With $m<0$ the contraction theorem still holds, but it then limits how fast two paths can separate, as they may near a saddle point.

## The harmonic well attains the rate

For $E(x)=\frac m2\|x\|^2$ the gradient is $mx$, which the next lemma obtains from the derivative of the squared norm.

```lean
/-- The harmonic well `(m/2) ‖x‖²` has gradient `m x`. -/
theorem harmonicWell_hasGradientAt (m : ℝ) (x : V) :
    HasGradientAt (harmonicWell m) (m • x) x := by
  rw [hasGradientAt_iff_hasFDerivAt]
  have h := (hasStrictFDerivAt_norm_sq x).hasFDerivAt.const_mul (m / 2)
  refine HasFDerivAt.congr_fderiv h ?_
  ext v
  simp
  ring
```

The curvature inequality is now an equality, since $\langle mu-mv,\,u-v\rangle=m\|u-v\|^2$. The curve $e^{-mt}a$ has derivative $-m\,e^{-mt}a$, so it is the descent path from $a$. The gap to the path from $b$ is exactly $e^{-mt}\|a-b\|$. When $a\ne b$, no faster exponential bound can hold for this pair, so the rate $m$ in the contraction theorem is the best that the curvature bound alone can give.

```lean
/-- The harmonic well has curvature bound `m`, the curves `exp(-mt) a` are steepest-descent paths
on it, and the distance between two of them is exactly `exp(-mt) ‖a - b‖`. -/
theorem harmonicWell_witness (m : ℝ) (a b : V) :
    HasCurvatureBound (harmonicWell m : V → ℝ) m ∧
    IsDescentPath (harmonicWell m) (fun t => Real.exp (-(m * t)) • a) ∧
    IsDescentPath (harmonicWell m) (fun t => Real.exp (-(m * t)) • b) ∧
    ∀ t : ℝ, ‖Real.exp (-(m * t)) • a - Real.exp (-(m * t)) • b‖
      = Real.exp (-(m * t)) * ‖a - b‖ := by
  have hpath : ∀ c : V,
      IsDescentPath (harmonicWell m) (fun t => Real.exp (-(m * t)) • c) := by
    intro c t _
    rw [(harmonicWell_hasGradientAt m _).gradient]
    have h1 : HasDerivAt (fun s : ℝ => -(m * s)) (-m) t := by
      simpa using ((hasDerivAt_id' t).const_mul m).fun_neg
    exact (h1.exp.smul_const c).hasDerivWithinAt.congr_deriv (by module)
  refine ⟨⟨fun x => (harmonicWell_hasGradientAt m x).hasFDerivAt.differentiableAt, ?_⟩,
    hpath a, hpath b, ?_⟩
  · intro x y
    rw [(harmonicWell_hasGradientAt m x).gradient, (harmonicWell_hasGradientAt m y).gradient,
      ← smul_sub, real_inner_smul_left, real_inner_self_eq_norm_sq]
  · intro t
    rw [← smul_sub, norm_smul, Real.norm_eq_abs, abs_of_pos (Real.exp_pos _)]

end

end SteepestDescentContraction
```

```lean
#print axioms SteepestDescentContraction.descent_contraction
#print axioms SteepestDescentContraction.curvature_of_contraction
#print axioms SteepestDescentContraction.quadratic_growth
#print axioms SteepestDescentContraction.descent_tendsto
```

```
'SteepestDescentContraction.descent_contraction' depends on axioms: [propext, Classical.choice, Quot.sound]
'SteepestDescentContraction.curvature_of_contraction' depends on axioms: [propext, Classical.choice, Quot.sound]
'SteepestDescentContraction.quadratic_growth' depends on axioms: [propext, Classical.choice, Quot.sound]
'SteepestDescentContraction.descent_tendsto' depends on axioms: [propext, Classical.choice, Quot.sound]
```
